# For a C¹ real antisymmetric coupling d(R), 2dD + d′ is symmetric on test functions, while 2dD alone is so only if d is constant

A nucleus of mass $M$ moves along a coordinate $R$ while the electrons occupy a few real adiabatic states $|i\rangle$. These states change with $R$. If their coupling to all other electronic states is neglected, the nuclear kinetic energy (with $\hbar=1$) is $-\frac{1}{2M}(D+d)^2$, where $D=d/dR$ and $d_{ij}=\langle i|\partial_R j\rangle$ is the derivative coupling. Its cross terms are $2dD+d'$. If $d'$ is neglected, does the operator stay symmetric?

For finitely many real states along one coordinate, the answer decides whether a nonadiabatic Hamiltonian without $d'$ can still guarantee conservation of the norm.

## Finitely many real electronic states

The finite type `n` labels the retained states; an infinite set would need convergence conditions on the matrix sums. Nuclear amplitudes are complex in general, but the operators here are real, so it is enough to test symmetry on real functions `ℝ → n → ℝ`. For these, $\langle f,g\rangle=\int f\cdot g\,dR$ is `l2 f g`. The prefactor $-1/2M$ is left out.

```lean
import Mathlib

open MeasureTheory Matrix
open scoped ContDiff

namespace DerivativeCoupling

noncomputable section

variable {n : Type*} [Fintype n]

/-- The entrywise derivative `d'(R)` of a matrix family `d(R)`. -/
def couplingDeriv (d : ℝ → Matrix n n ℝ) (R : ℝ) : Matrix n n ℝ :=
  Matrix.of fun i j => deriv (fun x => d x i j) R

/-- The truncated coupling operator `2 d D`, with `D` the derivative in `R`. -/
def bareCoupling (d : ℝ → Matrix n n ℝ) (f : ℝ → n → ℝ) (R : ℝ) : n → ℝ :=
  (2 : ℝ) • (d R *ᵥ deriv f R)

/-- The full coupling operator `2 d D + d'`. -/
def fullCoupling (d : ℝ → Matrix n n ℝ) (f : ℝ → n → ℝ) (R : ℝ) : n → ℝ :=
  bareCoupling d f R + couplingDeriv d R *ᵥ f R

/-- The covariant derivative `D + d`. -/
def covariantD (d : ℝ → Matrix n n ℝ) (f : ℝ → n → ℝ) (R : ℝ) : n → ℝ :=
  deriv f R + d R *ᵥ f R

/-- The real `L²` product of two vector functions. -/
def l2 (f g : ℝ → n → ℝ) : ℝ := ∫ R, f R ⬝ᵥ g R

/-- Smooth, compactly supported vector functions. -/
def IsTest (f : ℝ → n → ℝ) : Prop := ContDiff ℝ ∞ f ∧ HasCompactSupport f

/-- Symmetry of an operator in `L²` on smooth compactly supported functions. -/
def SymmetricOnTest (A : (ℝ → n → ℝ) → ℝ → n → ℝ) : Prop :=
  ∀ f g, IsTest f → IsTest g → l2 g (A f) = l2 (A g) f
```

`SymmetricOnTest A` says $\langle g,Af\rangle=\langle Ag,f\rangle$ for all smooth, compactly supported $f,g$. This is symmetry, not self-adjointness. The family `d` is any matrix function obeying the hypotheses below; that it comes from the eigenstates of a molecule is the step left to the physics.

## A continuously differentiable coupling

Physically, the electronic states turn into one another smoothly, which excludes a path through a crossing where $d$ is singular. By hand, the condition gives $(df)'=d'f+df'$, and so

$$(D+d)^2f=f''+d'f+df'+df'+d^2f=f''+(2dD+d')f+d^2f.$$

In Lean, `hd` states the condition entry by entry. The first theorem sums the scalar product rule over $j$; the second applies it to `covariantD`.

```lean
variable {d : ℝ → Matrix n n ℝ} {f g : ℝ → n → ℝ}

/-- The product rule `(d f)' = d' f + d f'` for a C¹ matrix family and a differentiable `f`. -/
theorem hasDerivAt_mulVec (hd : ∀ i j, ContDiff ℝ 1 fun R => d R i j) {R : ℝ} {f' : n → ℝ}
    (hf : HasDerivAt f f' R) :
    HasDerivAt (fun x => d x *ᵥ f x) (couplingDeriv d R *ᵥ f R + d R *ᵥ f') R := by
  rw [hasDerivAt_pi]
  intro i
  have h := HasDerivAt.fun_sum (u := Finset.univ) fun j _ =>
    (((hd i j).differentiable (by simp) R).hasDerivAt).fun_mul (hasDerivAt_pi.1 hf j)
  refine HasDerivAt.congr_deriv (f := fun x => (d x *ᵥ f x) i) h ?_
  simp [couplingDeriv, Matrix.mulVec, dotProduct, Finset.sum_add_distrib]

/-- For a C¹ family `d` and smooth `f`, the squared covariant derivative is
`(D + d)² f = f'' + (2 d D + d') f + d² f`. -/
theorem covariantD_sq (hd : ∀ i j, ContDiff ℝ 1 fun R => d R i j) (hf : ContDiff ℝ ∞ f)
    (R : ℝ) : covariantD d (covariantD d f) R =
      deriv (deriv f) R + fullCoupling d f R + d R *ᵥ (d R *ᵥ f R) := by
  have h1 := contDiff_infty_iff_deriv.1 hf
  have h2 := contDiff_infty_iff_deriv.1 h1.2
  have e : deriv (covariantD d f) R =
      deriv (deriv f) R + (couplingDeriv d R *ᵥ f R + d R *ᵥ deriv f R) :=
    ((h2.1 R).hasDerivAt.fun_add (hasDerivAt_mulVec hd (h1.1 R).hasDerivAt)).deriv
  change deriv (covariantD d f) R + d R *ᵥ (deriv f R + d R *ᵥ f R) = _
  rw [e, Matrix.mulVec_add, fullCoupling, bareCoupling]
  module
```

Differentiability almost everywhere is not enough. Take two states with $d=\theta(R)J$, where $\theta$ is the unit step and $J=\begin{pmatrix}0&1\\-1&0\end{pmatrix}$. The pointwise $d'$ vanishes away from $R=0$, yet $2dD+d'$ misses symmetry by $-2\,g(0)\cdot Jf(0)$.

## Antisymmetry

For real orthonormal states, differentiating $\langle i|j\rangle=\delta_{ij}$ gives $d^T=-d$, and hence $d'^T=-d'$. By hand, this is what moves either matrix across the dot product: $(dv)\cdot w=-v\cdot dw$. In Lean, antisymmetry is the hypothesis `hA`, and the two lemmas derive the other facts from it.

```lean
/-- An antisymmetric matrix changes sign when moved across the dot product. -/
lemma skew_dot {A : Matrix n n ℝ} (hA : Aᵀ = -A) (v w : n → ℝ) :
    (A *ᵥ v) ⬝ᵥ w = -(v ⬝ᵥ A *ᵥ w) := by
  rw [Matrix.dotProduct_mulVec, ← Matrix.mulVec_transpose, hA, Matrix.neg_mulVec,
    neg_dotProduct, neg_neg]

omit [Fintype n] in
/-- If `d(R)` is antisymmetric for every `R`, so is its derivative `d'(R)`. -/
lemma couplingDeriv_skew (hA : ∀ R, (d R)ᵀ = -d R) (R : ℝ) :
    (couplingDeriv d R)ᵀ = -couplingDeriv d R := by
  ext i j
  have h : (fun x => d x j i) = fun x => -(d x i j) :=
    funext fun x => by simpa using congrFun (congrFun (hA x) i) j
  change deriv (fun x => d x j i) R = -deriv (fun x => d x i j) R
  rw [h]
  simp
```

Without antisymmetry, even a constant $d$ does not suffice. For one state with $d=1$, both operators equal $2D$, which changes sign under integration by parts.

## Amplitudes that vanish far away

Compact support describes a nuclear packet confined to a finite region. It removes the boundary term when the total derivative of $g\cdot df$ is integrated:

$$\langle g',df\rangle+\langle g,d'f\rangle+\langle g,df'\rangle=0.$$

Antisymmetry gives $\langle 2dg',f\rangle=-2\langle g',df\rangle=2\langle g,d'f\rangle+2\langle g,df'\rangle$, so

$$\langle g,2df'\rangle-\langle 2dg',f\rangle=-2\langle g,d'f\rangle.$$

The $d'$ term contributes $\langle g,d'f\rangle-\langle d'g,f\rangle=+2\langle g,d'f\rangle$, which cancels this defect.

In the proof, `integrable_pairing` makes each density integrable, `h0` is the vanishing integral, `s1` and `s2` move the matrices, and `linarith` combines the results.

```lean
/-- The density `g · (M f)` is integrable for continuous `M`, `f`, `g` with `g` compactly
supported. -/
lemma integrable_pairing {M : ℝ → Matrix n n ℝ} (hM : ∀ i j, Continuous fun R => M R i j)
    (hg : Continuous g) (hgc : HasCompactSupport g) (hf : Continuous f) :
    Integrable fun R => g R ⬝ᵥ M R *ᵥ f R := by
  refine Continuous.integrable_of_hasCompactSupport ?_ ?_
  · exact continuous_finsetSum _ fun i _ => (continuous_pi_iff.1 hg i).mul
      (continuous_finsetSum _ fun j _ => (hM i j).mul (continuous_pi_iff.1 hf j))
  · refine hgc.mono fun R hR => ?_
    rw [Function.mem_support] at hR ⊢
    intro h0
    exact hR (by simp [h0])

/-- For C¹ antisymmetric `d` and test functions `f`, `g`, the full operator obeys
`⟨g, (2 d D + d') f⟩ = ⟨(2 d D + d') g, f⟩`, and the truncated one misses symmetry by
`-2 ⟨g, d' f⟩`. -/
theorem symmetry_defects (hd : ∀ i j, ContDiff ℝ 1 fun R => d R i j)
    (hA : ∀ R, (d R)ᵀ = -d R) (hf : IsTest f) (hg : IsTest g) :
    l2 g (fullCoupling d f) = l2 (fullCoupling d g) f ∧
    l2 g (bareCoupling d f) - l2 (bareCoupling d g) f =
      -2 * l2 g (fun R => couplingDeriv d R *ᵥ f R) := by
  have f1 := contDiff_infty_iff_deriv.1 hf.1
  have g1 := contDiff_infty_iff_deriv.1 hg.1
  have hc : ∀ i j, Continuous fun R => d R i j := fun i j => (hd i j).continuous
  have hc' : ∀ i j, Continuous fun R => couplingDeriv d R i j :=
    fun i j => (hd i j).continuous_deriv le_rfl
  have I1 := integrable_pairing hc hg.1.continuous hg.2 f1.2.continuous
  have I2 := integrable_pairing hc g1.2.continuous hg.2.deriv hf.1.continuous
  have I3 := integrable_pairing hc' hg.1.continuous hg.2 hf.1.continuous
  have I31 : Integrable fun R => g R ⬝ᵥ couplingDeriv d R *ᵥ f R + g R ⬝ᵥ d R *ᵥ deriv f R :=
    I3.add I1
  -- the total derivative of g · (d f) integrates to zero
  have hD : ∀ R, HasDerivAt (fun x => g x ⬝ᵥ d x *ᵥ f x)
      (deriv g R ⬝ᵥ d R *ᵥ f R +
        (g R ⬝ᵥ couplingDeriv d R *ᵥ f R + g R ⬝ᵥ d R *ᵥ deriv f R)) R := by
    intro R
    have hu := hasDerivAt_mulVec hd (f1.1 R).hasDerivAt
    have h := HasDerivAt.fun_sum (u := Finset.univ) fun i _ =>
      (hasDerivAt_pi.1 (g1.1 R).hasDerivAt i).fun_mul (hasDerivAt_pi.1 hu i)
    refine HasDerivAt.congr_deriv (f := fun x => g x ⬝ᵥ d x *ᵥ f x) h ?_
    rw [← dotProduct_add, Finset.sum_add_distrib]
    rfl
  have h0 := integral_eq_zero_of_hasDerivAt_of_integrable hD (I2.add I31)
    (integrable_pairing hc hg.1.continuous hg.2 hf.1.continuous)
  rw [integral_add I2 I31, integral_add I3 I1] at h0
  -- antisymmetry moves d and d' from one side of the product to the other
  have s1 : ∀ R v w, (d R *ᵥ v) ⬝ᵥ w = -(v ⬝ᵥ d R *ᵥ w) := fun R => skew_dot (hA R)
  have s2 : ∀ R v w, (couplingDeriv d R *ᵥ v) ⬝ᵥ w = -(v ⬝ᵥ couplingDeriv d R *ᵥ w) :=
    fun R => skew_dot (couplingDeriv_skew hA R)
  constructor
  · simp only [l2, fullCoupling, bareCoupling, dotProduct_add, add_dotProduct, dotProduct_smul,
      smul_dotProduct, smul_eq_mul, s1, s2, mul_neg, ← neg_add]
    rw [integral_neg, integral_add (I1.const_mul 2) I3, integral_add (I2.const_mul 2) I3,
      integral_const_mul, integral_const_mul]
    linarith
  · simp only [l2, bareCoupling, dotProduct_smul, smul_dotProduct, smul_eq_mul, s1, mul_neg]
    rw [integral_neg, integral_const_mul, integral_const_mul]
    linarith
```

Some condition that removes the boundary term is needed. With $d=J$, $g=s\,e_1$ and $f=s\,e_2$, where $e_1,e_2$ are the unit vectors and $s$ rises smoothly from 0 to 1 and then stays there, the two sides for $2dD+d'$ differ by 2. These amplitudes are not square integrable, so they are not physical bound packets.

In a calculation with localised real basis functions $\chi_a$, the same integration by parts gives the matrix elements of $-\frac{1}{2M}(2dD+d')$ as

$$-\frac{1}{2M}\int d_{ij}\,(\chi_a\chi_b'-\chi_a'\chi_b)\,dR.$$

They are symmetric under $(i,a)\leftrightarrow(j,b)$ and contain no $d'$. Dropping $d'$ from the operator before integrating by parts leaves $-\frac1M\int\chi_a d_{ij}\chi_b'\,dR$, which in general is not symmetric.

## Symmetry for every pair of amplitudes

Suppose $2dD$ is symmetric for all test functions. Put $f=\varphi e_j$ and $g=\psi e_i$, with $e_i$ the unit vector of state $i$. The defect formula gives $\int\psi\varphi\,d'_{ij}\,dR=0$ for every $\psi$, so $\varphi d'_{ij}=0$ everywhere. Integrating over $R$ for every $\varphi$ then gives $d'_{ij}=0$, and $d$ is constant. Conversely, a constant $d$ has no defect.

`eq_zero_of_test` performs both eliminations: first inside `key`, then for `z`. A single pair $f,g$ would not do, since its defect can vanish while $d$ varies.

```lean
/-- A continuous function whose integral against every smooth compactly supported function
vanishes is zero everywhere. -/
lemma eq_zero_of_test {h : ℝ → ℝ} (hc : Continuous h)
    (H : ∀ φ : ℝ → ℝ, ContDiff ℝ ∞ φ → HasCompactSupport φ → ∫ R, φ R * h R = 0) (R : ℝ) :
    h R = 0 := by
  have ae : h =ᵐ[volume] fun _ => 0 :=
    ae_eq_zero_of_integral_contDiff_smul_eq_zero hc.locallyIntegrable
      fun φ a b => by simpa only [smul_eq_mul] using H φ a b
  exact congrFun (Measure.eq_of_ae_eq ae hc continuous_const) R

/-- A smooth compactly supported scalar function times a fixed vector is a test function. -/
lemma isTest_smul {φ : ℝ → ℝ} (h : ContDiff ℝ ∞ φ) (hc : HasCompactSupport φ) (v : n → ℝ) :
    IsTest fun R => φ R • v :=
  ⟨h.smul contDiff_const, hc.comp_left (g := fun t : ℝ => t • v) (zero_smul ℝ v)⟩

/-- For a C¹ family of real antisymmetric matrices `d(R)`, the operator `2 d D + d'` is symmetric
on smooth compactly supported functions, whereas `2 d D` is symmetric there if and only if `d`
is constant. -/
theorem full_symmetric_and_bare_iff (hd : ∀ i j, ContDiff ℝ 1 fun R => d R i j)
    (hA : ∀ R, (d R)ᵀ = -d R) :
    SymmetricOnTest (fullCoupling d) ∧
    (SymmetricOnTest (bareCoupling d) ↔ ∀ R S, d R = d S) := by
  classical
  refine ⟨fun f g hf hg => (symmetry_defects hd hA hf hg).1, fun hs R S => ?_,
    fun hc f g hf hg => ?_⟩
  · ext i j
    -- probe the entry (i, j) of d' with amplitudes on the states i and j
    have key : ∀ φ : ℝ → ℝ, ContDiff ℝ ∞ φ → HasCompactSupport φ →
        ∀ R, φ R * couplingDeriv d R i j = 0 := by
      intro φ hφ hφc
      refine eq_zero_of_test (hφ.continuous.mul ((hd i j).continuous_deriv le_rfl)) ?_
      intro ψ hψ hψc
      have tf := isTest_smul hφ hφc (Pi.single j 1 : n → ℝ)
      have tg := isTest_smul hψ hψc (Pi.single i 1 : n → ℝ)
      have h := (symmetry_defects hd hA tf tg).2
      rw [hs _ _ tf tg, sub_self] at h
      have e : ∀ R, (ψ R • (Pi.single i 1 : n → ℝ)) ⬝ᵥ
          (couplingDeriv d R *ᵥ (φ R • (Pi.single j 1 : n → ℝ))) =
          ψ R * (φ R * couplingDeriv d R i j) := fun R => by
        rw [Matrix.mulVec_smul, smul_dotProduct, dotProduct_smul, Matrix.mulVec_single_one,
          single_one_dotProduct]
        rfl
      simp only [l2, e] at h
      linarith
    have z : ∀ R, deriv (fun x => d x i j) R = 0 :=
      eq_zero_of_test ((hd i j).continuous_deriv le_rfl) fun φ hφ hφc =>
        integral_eq_zero_of_ae (Filter.Eventually.of_forall (key φ hφ hφc))
    exact is_const_of_deriv_eq_zero ((hd i j).differentiable (by simp)) z R S
  · have z : ∀ R, couplingDeriv d R = 0 := fun R => by
      ext i j
      change deriv (fun x => d x i j) R = 0
      rw [show (fun x => d x i j) = fun _ => d 0 i j from funext fun x => by rw [hc x 0]]
      simp
    have h := (symmetry_defects hd hA hf hg).2
    have z' : l2 g (fun R => couplingDeriv d R *ᵥ f R) = 0 := by simp [l2, z]
    rw [z'] at h
    linarith
```

For two states the matrix has one independent entry, $\tau(R)$, and the criterion becomes constancy of $\tau$. The proof checks the hypotheses entry by entry and reads off the upper right element.

```lean
/-- For two electronic states with C¹ derivative coupling `τ(R)`, the truncated operator `2 d D`
is symmetric on smooth compactly supported functions if and only if `τ` is constant. -/
theorem two_state_bare_iff {τ : ℝ → ℝ} (hτ : ContDiff ℝ 1 τ) :
    SymmetricOnTest (bareCoupling fun R => !![0, τ R; -τ R, 0]) ↔ ∀ R S, τ R = τ S := by
  have hd : ∀ i j, ContDiff ℝ 1 fun R => !![0, τ R; -τ R, 0] i j := by
    intro i j
    fin_cases i <;> fin_cases j
    exacts [contDiff_const (c := (0 : ℝ)), hτ, hτ.neg, contDiff_const (c := (0 : ℝ))]
  have hA : ∀ R, (!![0, τ R; -τ R, 0])ᵀ = -!![0, τ R; -τ R, 0] := by
    intro R
    ext i j
    fin_cases i <;> fin_cases j <;> simp
  rw [(full_symmetric_and_bare_iff hd hA).2]
  constructor
  · intro h R S
    simpa using congrFun (congrFun (h R S) 0) 1
  · intro h R S
    rw [h R S]

end

end DerivativeCoupling
```
```lean
#print axioms DerivativeCoupling.covariantD_sq
#print axioms DerivativeCoupling.full_symmetric_and_bare_iff
#print axioms DerivativeCoupling.two_state_bare_iff
```

```
'DerivativeCoupling.covariantD_sq' depends on axioms: [propext, Classical.choice, Quot.sound]
'DerivativeCoupling.full_symmetric_and_bare_iff' depends on axioms: [propext, Classical.choice, Quot.sound]
'DerivativeCoupling.two_state_bare_iff' depends on axioms: [propext, Classical.choice, Quot.sound]
```
